# The energy error of a Gaussian in a harmonic oscillator is quadratic in its exponent error

Let $A$ be a real symmetric positive definite $n\times n$ matrix and $W$ a real symmetric one. Under $H=-\tfrac12\Delta+\tfrac12x\cdot W^2x$ on $\mathbb R^n$, the energy quotient $E=\int\psi H\psi\,/\int\psi^2$ of $\psi(x)=e^{-x\cdot Ax/2}$ satisfies

$$E-\tfrac12\operatorname{tr}W=\tfrac14\operatorname{tr}\big((A-W)A^{-1}(A-W)\big)\ge 0,$$

with equality exactly when $A=W$.

Units have $\hbar=m=1$. If $W$ is positive definite, its eigenvalues are the normal-mode frequencies and $\tfrac12\operatorname{tr}W$ is the zero-point energy. The simplest explicitly correlated Gaussians in electronic structure, those centred at the origin and without prefactors, have the same form, with off-diagonal entries of $A$ coupling the coordinates; here the potential is harmonic, not Coulombic, and there is a single Gaussian without spin or antisymmetry.

## From the local energy to a completed square

Differentiating twice gives $\partial_i\psi=-(Ax)_i\psi$ and $\partial_i^2\psi=\big((Ax)_i^2-A_{ii}\big)\psi$. Summing over $i$,

$$H\psi=\Big(\tfrac12\operatorname{tr}A+\tfrac12x\cdot(W^2-A^2)x\Big)\psi .$$

The integrals converge because $x\cdot Ax\ge c\,|x|^2$ for some $c>0$, so $\psi^2$ decays faster than any polynomial grows. For the second moments, take vectors $u,w$ and set $v=A^{-1}w$. Then $v\cdot Ax=w\cdot x$, and the derivative along $v$ is

$$\partial_v\big((u\cdot x)\psi^2\big)=(u\cdot v)\psi^2-2(u\cdot x)(w\cdot x)\psi^2 .$$

The left side integrates to zero, hence

$$\int(u\cdot x)(w\cdot x)\psi^2=\tfrac12\,u\cdot A^{-1}w\int\psi^2 .$$

The normalised second-moment matrix is therefore $A^{-1}/2$, and

$$E=\tfrac12\operatorname{tr}A+\tfrac14\operatorname{tr}\big((W^2-A^2)A^{-1}\big)=\tfrac14\big(\operatorname{tr}A+\operatorname{tr}(W^2A^{-1})\big).$$

Since $(A-W)A^{-1}(A-W)=A-2W+WA^{-1}W$, taking traces and using cyclicity gives the stated identity. Finally, let $d_i$ be the rows of the symmetric matrix $A-W$. Then

$$\operatorname{tr}\big((A-W)A^{-1}(A-W)\big)=\sum_i d_i\cdot A^{-1}d_i .$$

Every term is nonnegative, and the sum is zero only if every row is zero.

## One coordinate, and small errors

For $n=1$, with $A=a>0$ and $W=w$, the excess is $(a-w)^2/(4a)$. If $w<0$ it never vanishes: the potential depends only on $w^2$, while the reference value $w/2$ is negative.

For positive definite $W$ and $A=W+\varepsilon D$, with $D$ symmetric and $\varepsilon$ small enough that $A$ stays positive definite, the excess is $\tfrac{\varepsilon^2}{4}\operatorname{tr}(DA^{-1}D)$. This is the sense in which exponent errors enter quadratically.

## A non-symmetric $W$

For arbitrary real $W$ the sign and the equality case fail. Take $A=I$ and $W=tJ$ with $J=\begin{pmatrix}0&-1\\1&0\end{pmatrix}$. Then $W^2=-t^2I$ and $\operatorname{tr}W=0$, so the excess is $(1-t^2)/2$. It is zero at $t=1$, although $A\ne W$, and negative at $t=2$. For $t\ne0$ the potential is $-\tfrac12t^2|x|^2$, an inverted oscillator with no ground state, so this example tests the algebra and does not describe a bound system.

## The oscillator and its energy in Lean

Coordinates are labelled by a finite type `n`, and a configuration is a function `n → ℝ`.

```lean
import Mathlib

open Matrix MeasureTheory

namespace GaussianOscillatorEnergy

noncomputable section

variable {n : Type*} [Fintype n] [DecidableEq n] {A W : Matrix n n ℝ}
```

The trial function is unnormalised; the energy quotient supplies the normalisation.

```lean
/-- The Gaussian `exp(-x·Ax/2)` with exponent matrix `A`. -/
def gaussian (A : Matrix n n ℝ) (x : n → ℝ) : ℝ := Real.exp (-(x ⬝ᵥ A *ᵥ x) / 2)
```

Partial derivatives are actual line derivatives along the coordinate axes.

```lean
/-- The partial derivative along coordinate `i`. -/
def partialD (i : n) (f : (n → ℝ) → ℝ) (x : n → ℝ) : ℝ := lineDeriv ℝ f x (Pi.single i 1)
```

The Hamiltonian is a differential expression applied pointwise, with no operator domain specified. The product `W * W` is the matrix $W^2$.

```lean
/-- The oscillator Hamiltonian `H = -Δ/2 + x·W²x/2` applied pointwise to a twice differentiable wave
function. -/
def hamiltonian (W : Matrix n n ℝ) (ψ : (n → ℝ) → ℝ) (x : n → ℝ) : ℝ :=
  -(1 / 2) * ∑ i, partialD i (partialD i ψ) x + (x ⬝ᵥ (W * W) *ᵥ x) / 2 * ψ x
```

The energy is a ratio of Lebesgue integrals, so no moment or energy value is postulated.

```lean
/-- The energy quotient `∫ψHψ / ∫ψ²`, for real twice differentiable `ψ` with finite nonzero norm and
integrable `ψHψ`. -/
def energy (W : Matrix n n ℝ) (ψ : (n → ℝ) → ℝ) : ℝ :=
  (∫ x, ψ x * hamiltonian W ψ x) / ∫ x, ψ x ^ 2
```

## Derivatives of the Gaussian

Symmetry of $A$ lets the two cross terms in $(x+tv)\cdot A(x+tv)$ be merged.

```lean
omit [DecidableEq n] in
/-- The bilinear form of a real symmetric matrix is symmetric. -/
theorem form_comm (hA : A.IsHermitian) (x y : n → ℝ) : x ⬝ᵥ A *ᵥ y = y ⬝ᵥ A *ᵥ x := by
  rw [Matrix.dotProduct_mulVec, ← mulVec_transpose, ← conjTranspose_eq_transpose_of_trivial,
    hA.eq, dotProduct_comm]
```

The next lemma differentiates an affine function times the Gaussian. It expands the exponent as a quadratic in $t$ (`hq`), then applies the product and chain rules at $t=0$.

```lean
omit [DecidableEq n] in
/-- The derivative along `v` of `(c + u·x) exp(-x·Ax/2)`, for symmetric `A`. -/
theorem gaussian_deriv (hA : A.IsHermitian) (c : ℝ) (u x v : n → ℝ) :
    HasLineDerivAt ℝ (fun y => (c + u ⬝ᵥ y) * gaussian A y)
      ((u ⬝ᵥ v - (c + u ⬝ᵥ x) * (v ⬝ᵥ A *ᵥ x)) * gaussian A x) x v := by
  have hq : ∀ t : ℝ, gaussian A (x + t • v) = Real.exp (-(x ⬝ᵥ A *ᵥ x
      + t * (2 * (v ⬝ᵥ A *ᵥ x)) + t * t * (v ⬝ᵥ A *ᵥ v)) / 2) := by
    intro t
    simp only [gaussian, mulVec_add, mulVec_smul, dotProduct_add, add_dotProduct,
      smul_dotProduct, dotProduct_smul, smul_eq_mul, form_comm hA x v]
    congr 1
    ring
  have h0 := hasDerivAt_id' (0 : ℝ)
  have hl := (h0.mul_const (u ⬝ᵥ v)).const_add (c + u ⬝ᵥ x)
  have hd := ((((h0.mul_const (2 * (v ⬝ᵥ A *ᵥ x))).const_add (x ⬝ᵥ A *ᵥ x)).fun_add
    ((h0.fun_mul h0).mul_const (v ⬝ᵥ A *ᵥ v))).fun_neg.div_const 2).exp
  have h : HasDerivAt (fun t : ℝ => (c + u ⬝ᵥ (x + t • v)) * gaussian A (x + t • v))
      ((u ⬝ᵥ v - (c + u ⬝ᵥ x) * (v ⬝ᵥ A *ᵥ x)) * gaussian A x) 0 := by
    simp only [hq, dotProduct_add, dotProduct_smul, smul_eq_mul, ← add_assoc]
    refine (hl.fun_mul hd).congr_deriv ?_
    simp only [gaussian, zero_mul, mul_zero, add_zero]
    ring
  exact h
```

Using that lemma twice gives the local energy: `h1` is the first derivative, `h2` the second, and `h3` identifies $\sum_i(Ax)_i^2$ with $x\cdot A^2x$.

```lean
/-- For symmetric `A`, `H` multiplies the Gaussian by `tr(A)/2 + x·(W² - A²)x/2`. -/
theorem hamiltonian_gaussian (hA : A.IsHermitian) (W : Matrix n n ℝ) (x : n → ℝ) :
    hamiltonian W (gaussian A) x
      = (trace A / 2 + (x ⬝ᵥ (W * W - A * A) *ᵥ x) / 2) * gaussian A x := by
  have h1 : ∀ i, partialD i (gaussian A) = fun y => (0 + (-A i) ⬝ᵥ y) * gaussian A y := by
    intro i
    funext y
    have h := (gaussian_deriv hA 1 0 y (Pi.single i 1)).lineDeriv
    simp only [zero_dotProduct, add_zero, one_mul, zero_sub, single_dotProduct] at h
    refine h.trans ?_
    rw [zero_add, neg_dotProduct]
    rfl
  have h2 : ∀ i, partialD i (partialD i (gaussian A)) x
      = ((A *ᵥ x) i * (A *ᵥ x) i - A i i) * gaussian A x := by
    intro i
    have hr : A i ⬝ᵥ x = (A *ᵥ x) i := rfl
    rw [h1, partialD, (gaussian_deriv hA 0 (-A i) x (Pi.single i 1)).lineDeriv]
    simp only [neg_dotProduct, dotProduct_single, single_dotProduct, hr, Pi.neg_apply]
    ring
  have h3 : ∑ i, (A *ᵥ x) i * (A *ᵥ x) i = x ⬝ᵥ (A * A) *ᵥ x := by
    rw [← mulVec_mulVec, form_comm hA x (A *ᵥ x)]
    rfl
  simp only [hamiltonian, h2, ← Finset.sum_mul, Finset.sum_sub_distrib, h3, sub_mulVec,
    dotProduct_sub, trace, diag_apply]
  ring
```

## Convergence and second moments

The quadratic $t\mapsto(x+tA^{-1}u)\cdot A(x+tA^{-1}u)$ is nonnegative, so its discriminant is at most zero. This is a Cauchy–Schwarz inequality.

```lean
/-- The Cauchy-Schwarz inequality in the metric of a positive definite `A`. -/
theorem sq_dot_le (hA : A.PosDef) (u x : n → ℝ) :
    (u ⬝ᵥ x) ^ 2 ≤ (u ⬝ᵥ A⁻¹ *ᵥ u) * (x ⬝ᵥ A *ᵥ x) := by
  have hq : ∀ z : n → ℝ, 0 ≤ z ⬝ᵥ A *ᵥ z := fun z => by
    simpa using hA.posSemidef.dotProduct_mulVec_nonneg z
  have hy : A *ᵥ (A⁻¹ *ᵥ u) = u := by
    rw [mulVec_mulVec, mul_nonsing_inv _ hA.det_pos.ne'.isUnit, one_mulVec]
  have h := discrim_le_zero (a := u ⬝ᵥ A⁻¹ *ᵥ u) (b := 2 * (u ⬝ᵥ x)) (c := x ⬝ᵥ A *ᵥ x)
    (fun t => by
      have h := hq (x + t • (A⁻¹ *ᵥ u))
      simp only [mulVec_add, mulVec_smul, hy, dotProduct_add, add_dotProduct, smul_dotProduct,
        dotProduct_smul, smul_eq_mul, form_comm hA.isHermitian (A⁻¹ *ᵥ u) x,
        dotProduct_comm x u, dotProduct_comm (A⁻¹ *ᵥ u) u] at h
      nlinarith)
  unfold discrim at h
  nlinarith
```

Continuity provides measurability, and later helps to show that the norm is positive.

```lean
omit [DecidableEq n] in
/-- Gaussians are continuous. -/
theorem continuous_gaussian (A : Matrix n n ℝ) : Continuous (gaussian A) := by
  unfold gaussian
  simp only [dotProduct, mulVec]
  fun_prop
```

Applying the inequality to each unit vector and summing gives $c|x|^2\le x\cdot Ax$ with $c=1/(1+\operatorname{tr}A^{-1})$. The product of affine functions is bounded by a constant times $1+x\cdot Ax$. One factor of $\psi$ absorbs this growth (`g2`), and the other is bounded by an integrable Gaussian (`g1`).

```lean
/-- For positive definite `A`, products of two affine functions are integrable against the
density `exp(-x·Ax)`. -/
theorem integrable_moments (hA : A.PosDef) (a b : ℝ) (u w : n → ℝ) :
    Integrable (fun x => (a + u ⬝ᵥ x) * (b + w ⬝ᵥ x) * gaussian A x ^ 2) := by
  have hq : ∀ x : n → ℝ, 0 ≤ x ⬝ᵥ A *ᵥ x := fun x => by
    simpa using hA.posSemidef.dotProduct_mulVec_nonneg x
  have hi : ∀ x : n → ℝ, 0 ≤ x ⬝ᵥ A⁻¹ *ᵥ x := fun x => by
    simpa using hA.inv.posSemidef.dotProduct_mulVec_nonneg x
  obtain ⟨c, hc, h⟩ : ∃ c > 0, ∀ x : n → ℝ, c * ∑ k, x k ^ 2 ≤ x ⬝ᵥ A *ᵥ x := by
    let s : n → ℝ := fun k => Pi.single k 1 ⬝ᵥ A⁻¹ *ᵥ Pi.single k 1
    have hK : 0 < 1 + ∑ k, s k :=
      add_pos_of_pos_of_nonneg one_pos (Finset.sum_nonneg fun k _ => hi _)
    refine ⟨(1 + ∑ k, s k)⁻¹, inv_pos.2 hK, fun x => ?_⟩
    rw [inv_mul_le_iff₀ hK, add_mul, Finset.sum_mul]
    have hk : ∀ k, x k ^ 2 ≤ s k * (x ⬝ᵥ A *ᵥ x) := fun k => by
      have he : (Pi.single k 1 : n → ℝ) ⬝ᵥ x = x k := by simp
      rw [← he]
      exact sq_dot_le hA _ x
    linarith [hq x, Finset.sum_le_sum fun k (_ : k ∈ Finset.univ) => hk k]
  have hG : Integrable (fun x : n → ℝ => Real.exp (-(c / 2) * ∑ k, x k ^ 2)) := by
    have := Integrable.fintype_prod (f := fun (_ : n) (t : ℝ) => Real.exp (-(c / 2) * t ^ 2))
      (fun _ => integrable_exp_neg_mul_sq (half_pos hc))
    simpa only [Finset.mul_sum, Real.exp_sum, volume_pi] using this
  have hp : Continuous (fun x => (a + u ⬝ᵥ x) * (b + w ⬝ᵥ x) * gaussian A x ^ 2) := by
    have := continuous_gaussian A
    simp only [dotProduct]
    fun_prop
  let C := a ^ 2 + b ^ 2 + u ⬝ᵥ A⁻¹ *ᵥ u + w ⬝ᵥ A⁻¹ *ᵥ w
  have hC : 0 ≤ C := add_nonneg (add_nonneg (by positivity) (hi u)) (hi w)
  refine (hG.const_mul (C * 2)).mono' hp.aestronglyMeasurable (ae_of_all _ fun x => ?_)
  have hb : |(a + u ⬝ᵥ x) * (b + w ⬝ᵥ x)| ≤ C * (1 + x ⬝ᵥ A *ᵥ x) := by
    have h1 : a ^ 2 + b ^ 2 + (u ⬝ᵥ x) ^ 2 + (w ⬝ᵥ x) ^ 2 ≤ C * (1 + x ⬝ᵥ A *ᵥ x) := by
      simp only [C]
      nlinarith [sq_dot_le hA u x, sq_dot_le hA w x, hi u, hi w,
        mul_nonneg (add_nonneg (sq_nonneg a) (sq_nonneg b)) (hq x)]
    refine le_trans (abs_le.2 ⟨?_, ?_⟩) h1
    · nlinarith [sq_nonneg (a + u ⬝ᵥ x + (b + w ⬝ᵥ x)), sq_nonneg (a - u ⬝ᵥ x),
        sq_nonneg (b - w ⬝ᵥ x)]
    · nlinarith [sq_nonneg (a + u ⬝ᵥ x - (b + w ⬝ᵥ x)), sq_nonneg (a - u ⬝ᵥ x),
        sq_nonneg (b - w ⬝ᵥ x)]
  have g0 : 0 < gaussian A x := Real.exp_pos _
  have g1 : gaussian A x ≤ Real.exp (-(c / 2) * ∑ k, x k ^ 2) :=
    Real.exp_le_exp.2 (by linarith [h x])
  -- one factor of the Gaussian absorbs the quadratic growth
  have g2 : (1 + x ⬝ᵥ A *ᵥ x) * gaussian A x ≤ 2 := by
    have e : Real.exp (x ⬝ᵥ A *ᵥ x / 2) * gaussian A x = 1 := by
      rw [gaussian, ← Real.exp_add, neg_div, add_neg_cancel, Real.exp_zero]
    nlinarith [mul_le_mul_of_nonneg_right (Real.add_one_le_exp (x ⬝ᵥ A *ᵥ x / 2)) g0.le]
  rw [Real.norm_eq_abs, abs_mul, abs_of_nonneg (sq_nonneg (gaussian A x))]
  calc _ ≤ C * (1 + x ⬝ᵥ A *ᵥ x) * gaussian A x ^ 2 :=
        mul_le_mul_of_nonneg_right hb (sq_nonneg _)
    _ = C * ((1 + x ⬝ᵥ A *ᵥ x) * gaussian A x) * gaussian A x := by ring
    _ ≤ _ := mul_le_mul (mul_le_mul_of_nonneg_left g2 hC) g1 g0.le (by positivity)
```

Integration by parts along $v=A^{-1}w$ is applied to the pair $(u\cdot x)\psi$ and $\psi$. The preceding lemma supplies the three integrability conditions.

```lean
/-- For positive definite `A`, the integral of `(u·x)(w·x)` against the density `exp(-x·Ax)` is
`u·A⁻¹w/2` times the norm integral. -/
theorem second_moment (hA : A.PosDef) (u w : n → ℝ) :
    ∫ x, (u ⬝ᵥ x) * (w ⬝ᵥ x) * gaussian A x ^ 2
      = (u ⬝ᵥ A⁻¹ *ᵥ w) / 2 * ∫ x, gaussian A x ^ 2 := by
  have h0 : Integrable (fun x => gaussian A x ^ 2) := by
    simpa using integrable_moments hA 1 1 0 0
  have h1 : Integrable (fun x => (u ⬝ᵥ x) * gaussian A x ^ 2) := by
    simpa using integrable_moments hA 0 1 u 0
  have h2 : Integrable (fun x => (u ⬝ᵥ x) * (w ⬝ᵥ x) * gaussian A x ^ 2) := by
    simpa using integrable_moments hA 0 0 u w
  obtain ⟨v, hv⟩ : ∃ v, v = A⁻¹ *ᵥ w := ⟨_, rfl⟩
  have hw : ∀ x, v ⬝ᵥ A *ᵥ x = w ⬝ᵥ x := fun x => by
    rw [form_comm hA.isHermitian, hv, mulVec_mulVec, mul_nonsing_inv _ hA.det_pos.ne'.isUnit,
      one_mulVec, dotProduct_comm]
  have hf : ∀ x, HasLineDerivAt ℝ (fun y => (u ⬝ᵥ y) * gaussian A y)
      ((u ⬝ᵥ v - (u ⬝ᵥ x) * (w ⬝ᵥ x)) * gaussian A x) x v := fun x => by
    simpa only [zero_add, hw] using gaussian_deriv hA.isHermitian 0 u x v
  have hg : ∀ x, HasLineDerivAt ℝ (gaussian A) (-(w ⬝ᵥ x) * gaussian A x) x v := fun x => by
    simpa only [zero_dotProduct, add_zero, one_mul, zero_sub, hw] using
      gaussian_deriv hA.isHermitian 1 0 x v
  have e1 : (fun x => (u ⬝ᵥ v - (u ⬝ᵥ x) * (w ⬝ᵥ x)) * gaussian A x * gaussian A x)
      = fun x => (u ⬝ᵥ v) * gaussian A x ^ 2 - (u ⬝ᵥ x) * (w ⬝ᵥ x) * gaussian A x ^ 2 := by
    funext x
    ring
  have e2 : (fun x => (u ⬝ᵥ x) * gaussian A x * (-(w ⬝ᵥ x) * gaussian A x))
      = fun x => -((u ⬝ᵥ x) * (w ⬝ᵥ x) * gaussian A x ^ 2) := by
    funext x
    ring
  have e3 : (fun x => (u ⬝ᵥ x) * gaussian A x * gaussian A x)
      = fun x => (u ⬝ᵥ x) * gaussian A x ^ 2 := by
    funext x
    ring
  have i1 : Integrable (fun x => (u ⬝ᵥ v) * gaussian A x ^ 2
      - (u ⬝ᵥ x) * (w ⬝ᵥ x) * gaussian A x ^ 2) := (h0.const_mul _).sub h2
  have i2 : Integrable (fun x => -((u ⬝ᵥ x) * (w ⬝ᵥ x) * gaussian A x ^ 2)) := h2.neg
  -- integration by parts along `v = A⁻¹w`
  have hp : ∫ x, (u ⬝ᵥ x) * gaussian A x * (-(w ⬝ᵥ x) * gaussian A x)
      = -∫ x, (u ⬝ᵥ v - (u ⬝ᵥ x) * (w ⬝ᵥ x)) * gaussian A x * gaussian A x :=
    integral_bilinear_hasLineDerivAt_right_eq_neg_left_of_integrable
      (B := ContinuousLinearMap.mul ℝ ℝ) (f := fun y => (u ⬝ᵥ y) * gaussian A y)
      (f' := fun x => (u ⬝ᵥ v - (u ⬝ᵥ x) * (w ⬝ᵥ x)) * gaussian A x)
      (g := gaussian A) (g' := fun x => -(w ⬝ᵥ x) * gaussian A x)
      (by simpa only [ContinuousLinearMap.mul_apply', e1] using i1)
      (by simpa only [ContinuousLinearMap.mul_apply', e2] using i2)
      (by simpa only [ContinuousLinearMap.mul_apply', e3] using h1)
      (fun x _ => hf x) (by intros; exact hg _)
  rw [e1, e2, integral_neg, integral_sub (h0.const_mul _) h2, integral_const_mul] at hp
  rw [← hv]
  linarith
```

## The energy and its excess

With $B=W^2-A^2$, `he` writes $\psi H\psi$ as $\tfrac12\operatorname{tr}A\,\psi^2$ plus half a sum of second-moment integrands, and `ht` evaluates the resulting trace. Division by the norm is justified by `hZ`. This formula needs no symmetry of $W$.

```lean
/-- For positive definite `A`, the energy quotient of the Gaussian is
`(tr A + tr(W²A⁻¹))/4`. -/
theorem energy_gaussian (hA : A.PosDef) (W : Matrix n n ℝ) :
    energy W (gaussian A) = (trace A + trace (W * W * A⁻¹)) / 4 := by
  have h0 : Integrable (fun x => gaussian A x ^ 2) := by
    simpa using integrable_moments hA 1 1 0 0
  have hZ : 0 < ∫ x, gaussian A x ^ 2 :=
    integral_pos_of_integrable_nonneg_nonzero (x := 0) ((continuous_gaussian A).pow 2) h0
      (fun x => sq_nonneg _) (pow_ne_zero 2 (Real.exp_pos _).ne')
  obtain ⟨B, hB⟩ : ∃ B, B = W * W - A * A := ⟨_, rfl⟩
  have hm : ∀ i, Integrable
      (fun x => (B i ⬝ᵥ x) * (Pi.single i 1 ⬝ᵥ x) * gaussian A x ^ 2) := fun i => by
    simpa only [zero_add] using integrable_moments hA 0 0 (B i) (Pi.single i 1)
  have he : (fun x => gaussian A x * hamiltonian W (gaussian A) x)
      = fun x => trace A / 2 * gaussian A x ^ 2
        + 1 / 2 * ∑ i, (B i ⬝ᵥ x) * (Pi.single i 1 ⬝ᵥ x) * gaussian A x ^ 2 := by
    funext x
    have hx : x ⬝ᵥ B *ᵥ x = ∑ i, (B i ⬝ᵥ x) * (Pi.single i 1 ⬝ᵥ x) := by
      simp only [single_dotProduct, one_mul]
      exact dotProduct_comm _ _
    rw [hamiltonian_gaussian hA.isHermitian, ← hB, hx, ← Finset.sum_mul]
    ring
  have ht : ∑ i, B i ⬝ᵥ A⁻¹ *ᵥ Pi.single i 1 = trace (W * W * A⁻¹) - trace A := by
    have hi : ∀ i, B i ⬝ᵥ A⁻¹ *ᵥ Pi.single i 1 = (B * A⁻¹) i i := fun i => by
      change (B *ᵥ (A⁻¹ *ᵥ Pi.single i 1)) i = _
      rw [mulVec_mulVec]
      simp
    simp only [hi]
    change trace (B * A⁻¹) = _
    rw [hB, Matrix.sub_mul, trace_sub, Matrix.mul_assoc A A,
      mul_nonsing_inv _ hA.det_pos.ne'.isUnit, Matrix.mul_one]
  rw [energy, he, integral_add (h0.const_mul _)
    ((integrable_finsetSum _ fun i _ => hm i).const_mul _), integral_const_mul,
    integral_const_mul, integral_finsetSum _ fun i _ => hm i]
  simp only [second_moment hA, ← Finset.sum_mul, ← Finset.sum_div]
  rw [ht, div_eq_iff hZ.ne']
  ring
```

The final theorem assumes `hA : A.PosDef`, which includes symmetry, and `hW : W.IsHermitian`, which for real matrices means symmetric. Its three conjuncts are the identity, the sign and the equality case. In the proof, `key` completes the square and `hr` rewrites the trace as the sum over rows; `hW` is used only in `hr`. When $W$ is positive definite, the theorem makes $\tfrac12\operatorname{tr}W$ the minimum over Gaussians of this form; it does not treat other wave functions.

```lean
/-- For positive definite `A` and symmetric `W`, the Gaussian energy exceeds `tr(W)/2` by
`tr((A-W)A⁻¹(A-W))/4`, which is nonnegative and vanishes exactly when `A = W`. -/
theorem energy_excess (hA : A.PosDef) (hW : W.IsHermitian) :
    energy W (gaussian A) - trace W / 2 = trace ((A - W) * A⁻¹ * (A - W)) / 4 ∧
      0 ≤ energy W (gaussian A) - trace W / 2 ∧
      (energy W (gaussian A) - trace W / 2 = 0 ↔ A = W) := by
  have hu := hA.det_pos.ne'.isUnit
  have key : energy W (gaussian A) - trace W / 2
      = trace ((A - W) * A⁻¹ * (A - W)) / 4 := by
    -- complete the square under the trace
    have h1 : (A - W) * A⁻¹ * (A - W) = A - W - W + W * A⁻¹ * W := by
      rw [Matrix.sub_mul A W, mul_nonsing_inv _ hu, Matrix.sub_mul, Matrix.one_mul,
        Matrix.mul_sub, Matrix.mul_assoc W A⁻¹ A, nonsing_inv_mul _ hu, Matrix.mul_one]
      abel
    rw [energy_gaussian hA, h1, trace_add, trace_sub, trace_sub, trace_mul_comm (W * A⁻¹) W,
      ← Matrix.mul_assoc]
    ring
  have hp : ∀ v : n → ℝ, v ≠ 0 → 0 < v ⬝ᵥ A⁻¹ *ᵥ v := fun v hv => by
    simpa using hA.inv.dotProduct_mulVec_pos hv
  have hn : ∀ v : n → ℝ, 0 ≤ v ⬝ᵥ A⁻¹ *ᵥ v := fun v => by
    simpa using hA.inv.posSemidef.dotProduct_mulVec_nonneg v
  -- the trace is a sum of quadratic forms over the rows of `A - W`
  have hr : trace ((A - W) * A⁻¹ * (A - W)) = ∑ i, (A - W) i ⬝ᵥ A⁻¹ *ᵥ (A - W) i := by
    have hD : ∀ i k, (A - W) k i = (A - W) i k := fun i k => by
      simpa using (hA.isHermitian.sub hW).apply i k
    rw [Matrix.mul_assoc]
    simp only [trace, diag_apply, mul_apply, dotProduct, mulVec]
    refine Finset.sum_congr rfl fun i _ => Finset.sum_congr rfl fun j _ => ?_
    congr 1
    exact Finset.sum_congr rfl fun k _ => by rw [hD i k]
  refine ⟨key, ?_, fun h => ?_, fun h => ?_⟩
  · rw [key, hr]
    exact div_nonneg (Finset.sum_nonneg fun i _ => hn _) (by norm_num)
  · have h0 : ∑ i, (A - W) i ⬝ᵥ A⁻¹ *ᵥ (A - W) i = 0 := by linarith
    have hz := (Finset.sum_eq_zero_iff_of_nonneg fun i _ => hn ((A - W) i)).1 h0
    ext i j
    have hi : (A - W) i = 0 := by
      by_contra hv
      exact (hp _ hv).ne' (hz i (Finset.mem_univ i))
    exact sub_eq_zero.1 (congrFun hi j)
  · rw [key, sub_eq_zero.2 h, Matrix.mul_zero, trace_zero, zero_div]

end

end GaussianOscillatorEnergy
```

```lean
#print axioms GaussianOscillatorEnergy.energy_gaussian
-- 'GaussianOscillatorEnergy.energy_gaussian' depends on axioms: [propext, Classical.choice, Quot.sound]
#print axioms GaussianOscillatorEnergy.energy_excess
-- 'GaussianOscillatorEnergy.energy_excess' depends on axioms: [propext, Classical.choice, Quot.sound]
```
